# Two sets of finite-range force constants on a chain give the same dynamical matrices on the N-point mesh of wave vectors exactly when their totals over residue classes modulo N agree

## Cells, wave vectors and folding

The cells of an infinite chain are labelled by integers R, with lattice constant 1, so the wave vector q is a real number and qR is a phase angle. A set of force constants Φ assigns to each separation R a value Φ(R) in a complex vector space E, which may hold scalars or matrix blocks with any mass factors absorbed. Only finitely many Φ(R) are nonzero, which is the meaning of the type `ℤ →₀ E` and excludes interactions with an infinite tail. Neither a symmetry between Φ(R) and Φ(−R) nor a sum rule is assumed. The natural number N counts the cells of the supercell, and `[NeZero N]` means N ≥ 1.

```lean
import Mathlib

open Complex
open scoped Real

namespace SupercellAliasing

noncomputable section

variable {E : Type*} [AddCommGroup E] [Module ℂ E] {N : ℕ}
```

The dynamical matrix is the lattice sum over the support of Φ, with a plus sign in the exponent:

D_Φ(q) = Σ_R exp(iqR) Φ(R)

```lean
/-- The dynamical matrix `D(q) = ∑_R exp(i q R) Φ(R)` of finitely supported force
constants `Φ` on a chain, with values in a complex vector space. -/
def dyn (Φ : ℤ →₀ E) (q : ℝ) : E :=
  ∑ R ∈ Φ.support, exp (I * (q : ℂ) * (R : ℂ)) • Φ R
```

The wave vectors commensurate with the supercell form the mesh

q_k = 2πk/N, k ∈ ℤ.

```lean
/-- The wave vector `q_k = 2 π k / N` commensurate with a supercell of `N` cells. -/
def meshQ (N : ℕ) (k : ℤ) : ℝ := 2 * π * k / N
```

Write [R] for the residue of R in `ZMod N`, the integers modulo N. The folded constant of a class s is

F_Φ(s) = Σ_{R : [R] = s} Φ(R).

```lean
/-- The folded force constant: the total of `Φ(R)` over all `R` in the residue class
`s` modulo `N`. -/
def folded (N : ℕ) (Φ : ℤ →₀ E) (s : ZMod N) : E :=
  ∑ R ∈ Φ.support.filter (fun R : ℤ => (R : ZMod N) = s), Φ R
```

In a harmonic chain with periodic boundary conditions over N cells, displacing an atom displaces all its images, so the forces deliver these totals and not the individual Φ(R).

## (a) The Bloch phase on the mesh

Let χ([n]) = exp(2πi n/N) for integers n, which is Mathlib's `ZMod.stdAddChar`. Show that exp(i q_k R) = χ([R][k]).

The exponent is i(2πk/N)R = 2πi(Rk)/N, so the phase is χ([Rk]), and [Rk] = [R][k]. The phase therefore depends on R only through [R]. In Lean, `ZMod.stdAddChar_coe` gives the exponential form of χ at `R * k`, and `ring` matches the exponents.

```lean
/-- At a commensurate wave vector the Bloch phase `exp(i q_k R)` is the standard
character of `ZMod N` evaluated at the product of the residues of `R` and `k`. -/
theorem phase_eq [NeZero N] (k R : ℤ) :
    exp (I * (meshQ N k : ℂ) * (R : ℂ))
      = ZMod.stdAddChar ((R : ZMod N) * (k : ZMod N)) := by
  have h := ZMod.stdAddChar_coe (N := N) (R * k)
  rw [Int.cast_mul] at h
  rw [h]
  congr 1
  unfold meshQ
  push_cast
  ring
```

## (b) Mesh values as a discrete Fourier transform

For a function G from residues to E, Mathlib's `ZMod.dft` is

Ĝ(t) = Σ_s χ(−st) G(s),

with t a residue and no factor 1/N. Show that D_Φ(q_k) = F̂_Φ(−[k]).

Group the lattice sum by class and use (a):

D_Φ(q_k) = Σ_s Σ_{[R] = s} χ([R][k]) Φ(R) = Σ_s χ(s[k]) F_Φ(s).

Since s[k] = −(s·(−[k])), the last sum is F̂_Φ(−[k]). The grouping is `Finset.sum_fiberwise`, and `hs` replaces [R] by s inside each class.

```lean
/-- At `q_k` the dynamical matrix is the discrete Fourier transform of the folded force
constants, evaluated at `-k`. -/
theorem dyn_mesh_eq_dft [NeZero N] (Φ : ℤ →₀ E) (k : ℤ) :
    dyn Φ (meshQ N k) = ZMod.dft (folded N Φ) (-(k : ZMod N)) := by
  rw [ZMod.dft_apply]
  unfold dyn folded
  -- group the lattice sum by residue class
  refine (Finset.sum_fiberwise Φ.support (fun R : ℤ => (R : ZMod N)) _).symm.trans ?_
  refine Finset.sum_congr rfl fun s _ => ?_
  rw [Finset.smul_sum]
  refine Finset.sum_congr rfl fun R hR => ?_
  -- within one class the phase is constant
  have hs : (R : ZMod N) = s := (Finset.mem_filter.mp hR).2
  rw [phase_eq, hs, mul_neg, neg_neg]
```

## (c) The same sum over the cells of the supercell

Show that

D_Φ(q_k) = Σ_{s = 0}^{N−1} exp(i q_k s) F_Φ([s]).

Apply (a) with R equal to the representative of each class in 0, …, N−1, which is `s.val` in Lean. This turns each character in (b) back into an exponential.

```lean
/-- At `q_k` the dynamical matrix is the sum over the `N` cells `s` of the supercell of
`exp(i q_k s)` times the folded force constant of `s`. -/
theorem dyn_mesh_eq_sum_folded [NeZero N] (Φ : ℤ →₀ E) (k : ℤ) :
    dyn Φ (meshQ N k)
      = ∑ s : ZMod N, exp (I * (meshQ N k : ℂ) * (s.val : ℂ)) • folded N Φ s := by
  rw [dyn_mesh_eq_dft, ZMod.dft_apply]
  refine Finset.sum_congr rfl fun s _ => ?_
  have h := phase_eq (N := N) k (s.val : ℤ)
  rw [Int.cast_natCast, Int.cast_natCast, ZMod.natCast_zmod_val] at h
  rw [h, mul_neg, neg_neg]
```

## (d) What the mesh determines

For two sets of force constants Φ and Ψ, show that D_Φ(q_k) = D_Ψ(q_k) for all integers k if and only if F_Φ(s) = F_Ψ(s) for every class s.

If the totals agree, (b) gives equal mesh values. Conversely, put G = F_Φ − F_Ψ. By (c),

Σ_{s = 0}^{N−1} exp(2πi ks/N) G([s]) = 0 for all k.

Fix r in 0, …, N−1, multiply by exp(−2πi kr/N) and sum over k = 0, …, N−1. The sum of exp(2πi k(s − r)/N) over k equals N for s = r. For s ≠ r it is geometric with ratio z = exp(2πi(s − r)/N), where z ≠ 1 and z^N = 1, so it equals (z^N − 1)/(z − 1) = 0. Hence N·G([r]) = 0 and G = 0.

In Lean, `hd` says that the two transforms agree at every residue, because `ZMod.intCast_surjective` supplies an integer m with the residue needed. The orthogonality argument is replaced by `ZMod.dft.injective`, and the inversion formula is not among the statements.

```lean
/-- Supercell aliasing: two sets of force constants give the same dynamical matrix at
all `q = 2 π k / N` if and only if their totals over each residue class modulo `N`
agree. -/
theorem mesh_eq_iff_folded_eq [NeZero N] (Φ Ψ : ℤ →₀ E) :
    (∀ k : ℤ, dyn Φ (meshQ N k) = dyn Ψ (meshQ N k))
      ↔ ∀ s : ZMod N, folded N Φ s = folded N Ψ s := by
  constructor
  · intro h
    -- the mesh values exhaust the discrete Fourier transform, which is injective
    have hd : ZMod.dft (folded N Φ) = ZMod.dft (folded N Ψ) := by
      funext k
      obtain ⟨m, hm⟩ := ZMod.intCast_surjective (-k)
      have hk := h m
      rwa [dyn_mesh_eq_dft, dyn_mesh_eq_dft, hm, neg_neg] at hk
    exact congrFun (ZMod.dft.injective hd)
  · intro h k
    have hf : folded N Φ = folded N Ψ := funext h
    rw [dyn_mesh_eq_dft, dyn_mesh_eq_dft, hf]
```

As an instance in numbers, done here in the text only, take N = 4 and scalar values. Let Φ(0) = 2, Φ(±1) = −1 and Ψ(0) = 2, Ψ(±3) = −1, all others zero, so that

D_Φ(q) = 2 − 2 cos q, D_Ψ(q) = 2 − 2 cos 3q.

Since [−3] = [1] and [3] = [−1], both fold to (2, −1, 0, −1) on the classes 0, 1, 2, 3. At q = 0, π/2, π, 3π/2 both sums take the values 0, 2, 4, 2. At q = π/4 they are 2 − √2 ≈ 0.586 and 2 + √2 ≈ 3.414.

## (e) Folding without overlap

Let S be a set of integers with pairwise distinct residues (`hS`), and let Φ vanish outside S (`hΦ`). Show that F_Φ([R]) = Φ(R) for R in S.

A point b of the support with [b] = [R] lies in S, so b = R. The sum thus reduces to the term Φ(R), or is empty when Φ(R) = 0. In Lean, `Finset.sum_eq_single` leaves two goals: every term with b ≠ R vanishes, which holds because no such b occurs, and Φ(R) = 0 if R is not among the summed points, which holds because R is then outside the support. Only addition in E is used.

```lean
omit [Module ℂ E] in
/-- If `Φ` vanishes outside a set `S` of lattice points with pairwise distinct residues
modulo `N`, the folded constant of the class of `R ∈ S` is `Φ(R)` itself. -/
theorem folded_eq_of_injOn (S : Set ℤ) (hS : S.InjOn (fun R : ℤ => (R : ZMod N)))
    (Φ : ℤ →₀ E) (hΦ : ∀ R, Φ R ≠ 0 → R ∈ S) {R : ℤ} (hR : R ∈ S) :
    folded N Φ (R : ZMod N) = Φ R := by
  unfold folded
  refine Finset.sum_eq_single R ?_ ?_
  · intro b hb hne
    obtain ⟨hb1, hb2⟩ := Finset.mem_filter.mp hb
    exact absurd (hS (hΦ b (Finsupp.mem_support_iff.mp hb1)) hR hb2) hne
  · intro hn
    by_contra h0
    exact hn (Finset.mem_filter.mpr ⟨Finsupp.mem_support_iff.mpr h0, rfl⟩)
```

## (f) Uniqueness on a set of distinct residues

Let Φ and Ψ both vanish outside the same S. Show that agreement on the mesh forces Φ = Ψ.

By (d) the totals agree. For R in S, (e) gives

Φ(R) = F_Φ([R]) = F_Ψ([R]) = Ψ(R),

and outside S both vanish. The tactic `by_cases hR : R ∈ S` makes this split.

```lean
/-- Force constants that vanish outside a common set of lattice points with pairwise
distinct residues modulo `N` coincide as soon as their dynamical matrices agree at all
`q = 2 π k / N`. -/
theorem eq_of_mesh_eq_of_injOn [NeZero N] (S : Set ℤ)
    (hS : S.InjOn (fun R : ℤ => (R : ZMod N))) (Φ Ψ : ℤ →₀ E)
    (hΦ : ∀ R, Φ R ≠ 0 → R ∈ S) (hΨ : ∀ R, Ψ R ≠ 0 → R ∈ S)
    (h : ∀ k : ℤ, dyn Φ (meshQ N k) = dyn Ψ (meshQ N k)) : Φ = Ψ := by
  have hf := (mesh_eq_iff_folded_eq Φ Ψ).mp h
  ext R
  by_cases hR : R ∈ S
  · rw [← folded_eq_of_injOn S hS Φ hΦ hR, ← folded_eq_of_injOn S hS Ψ hΨ hR, hf]
  · have h1 : Φ R = 0 := by
      by_contra h0
      exact hR (hΦ R h0)
    have h2 : Ψ R = 0 := by
      by_contra h0
      exact hR (hΨ R h0)
    rw [h1, h2]
```

## (g) Range below half the supercell

Let Φ and Ψ vanish unless 2|R| < N. Show that agreement on the mesh forces Φ = Ψ.

Take S = {R : 2|R| < N} in (f). If a and b lie in S with [a] = [b], then N divides b − a (`hdvd`) while |b − a| ≤ |a| + |b| < N (`hlt`), so b = a. The range condition is a hypothesis on both sets: it says that the interaction has died out before reaching half-way to the periodic image. For even N the strict inequality leaves out R = ±N/2, which share a class, and for N = 1 only R = 0 remains. For finite-range constants on a chain, this condition suffices for supercell data to fix D at wave vectors off the mesh, provided each total is placed at its short separation. In the numerical instance Φ meets the condition and Ψ does not.

```lean
/-- Force constants of range below half the supercell, `2 |R| < N`, coincide as soon as
their dynamical matrices agree at all `q = 2 π k / N`. -/
theorem eq_of_mesh_eq_of_short_range [NeZero N] (Φ Ψ : ℤ →₀ E)
    (hΦ : ∀ R, Φ R ≠ 0 → 2 * |R| < N) (hΨ : ∀ R, Ψ R ≠ 0 → 2 * |R| < N)
    (h : ∀ k : ℤ, dyn Φ (meshQ N k) = dyn Ψ (meshQ N k)) : Φ = Ψ := by
  refine eq_of_mesh_eq_of_injOn (N := N) {R : ℤ | 2 * |R| < N} ?_ Φ Ψ hΦ hΨ h
  intro a ha b hb hab
  have ha' : 2 * |a| < N := ha
  have hb' : 2 * |b| < N := hb
  have hab' : (a : ZMod N) = (b : ZMod N) := hab
  -- `N` divides `b - a`, whose size is below `N`
  have hdvd := (ZMod.intCast_eq_intCast_iff_dvd_sub a b N).mp hab'
  have hlt : |b - a| < N := by
    have h1 := le_abs_self a
    have h2 := neg_abs_le a
    have h3 := le_abs_self b
    have h4 := neg_abs_le b
    rw [abs_lt]
    constructor <;> linarith
  have h0 := Int.eq_zero_of_abs_lt_dvd hdvd hlt
  linarith
```

## (h) All real wave vectors

Show that D_Φ(q) = D_Ψ(q) for every real q if and only if Φ = Ψ.

One direction is substitution. For the other, finite support gives a natural number M with |R| ≤ M on both supports (`hM`). With N = 2M + 1 one has 2|R| ≤ 2M < N, and the mesh points are among the real q, so (g) applies.

```lean
/-- Two finitely supported sets of force constants have the same dynamical matrix at
every real wave vector if and only if they are equal. -/
theorem dyn_eq_iff (Φ Ψ : ℤ →₀ E) : (∀ q : ℝ, dyn Φ q = dyn Ψ q) ↔ Φ = Ψ := by
  refine ⟨fun h => ?_, fun h q => by rw [h]⟩
  -- choose a supercell larger than twice the range of both sets
  obtain ⟨M, hM⟩ : ∃ M : ℕ, ∀ R ∈ Φ.support ∪ Ψ.support, R.natAbs ≤ M :=
    ⟨(Φ.support ∪ Ψ.support).sup Int.natAbs,
      fun R hR => Finset.le_sup (f := Int.natAbs) hR⟩
  have : NeZero (2 * M + 1) := ⟨by omega⟩
  refine eq_of_mesh_eq_of_short_range (N := 2 * M + 1) Φ Ψ ?_ ?_ fun k => h _
  · intro R hR
    have hb := hM R (Finset.mem_union_left _ (Finsupp.mem_support_iff.mpr hR))
    rw [← Int.natCast_natAbs]
    omega
  · intro R hR
    have hb := hM R (Finset.mem_union_right _ (Finsupp.mem_support_iff.mpr hR))
    rw [← Int.natCast_natAbs]
    omega
```

## (i) One force constant

For v in E, let v_R denote the set with value v at separation R and zero elsewhere, `Finsupp.single R v`. Show that its dynamical matrix is exp(iqR) v.

The sum has the one term at R, and for v = 0 both sides vanish. The proof applies `Finsupp.sum_single_index`.

```lean
/-- A single force constant `v` at site `R` has dynamical matrix `exp(i q R) v`. -/
theorem dyn_single (R : ℤ) (v : E) (q : ℝ) :
    dyn (Finsupp.single R v) q = exp (I * (q : ℂ) * (R : ℂ)) • v := by
  show (Finsupp.single R v).sum (fun (r : ℤ) x => exp (I * (q : ℂ) * (r : ℂ)) • x) = _
  exact Finsupp.sum_single_index (by simp)
```

## (j) An aliased pair

For v ≠ 0, show that v_R and v_{R+N} have equal dynamical matrices on the mesh but different ones at q = π/N, midway between q_0 and q_1.

On the mesh, [R + N] = [R] (`hc`), so (i) and (a) give equal phases. At q = π/N put c = exp(iπR/N), which is nonzero. Then

exp(iπ(R + N)/N) = c · exp(iπ) = −c,

which rests on the splitting of the exponent in `harg`. Equality would mean cv = −cv, so 2cv = 0 (`h2`) and v = 0, contrary to `hv`. Without a restriction on the supports, the mesh therefore fixes neither Φ nor the value of D at this point between mesh points. The pair is not a physically admissible one: at least one of R and R + N is nonzero, and a lone constant at a nonzero separation has no partner at the opposite separation, so it lacks the symmetry between Φ(R) and Φ(−R) of physical force constants; for scalar values it also violates the sum rule Σ_R Φ(R) = 0. The numerical instance in (d) shows the same aliasing with constants that are symmetric and sum to zero.

```lean
/-- A nonzero force constant placed at `R` and the same one placed at `R + N` give equal
dynamical matrices at all `q = 2 π k / N`, but different ones at `q = π / N`. -/
theorem alias_pair [NeZero N] (R : ℤ) (v : E) (hv : v ≠ 0) :
    (∀ k : ℤ, dyn (Finsupp.single R v) (meshQ N k)
        = dyn (Finsupp.single (R + N) v) (meshQ N k))
      ∧ dyn (Finsupp.single R v) (π / N) ≠ dyn (Finsupp.single (R + N) v) (π / N) := by
  constructor
  · intro k
    have hc : ((R + N : ℤ) : ZMod N) = (R : ZMod N) := by simp
    rw [dyn_single, dyn_single, phase_eq, phase_eq, hc]
  · intro h
    have hN : (N : ℂ) ≠ 0 := Nat.cast_ne_zero.mpr (NeZero.ne N)
    -- half-way between mesh points the shift by `N` costs the phase `exp(i π) = -1`
    have harg : I * ((π / N : ℝ) : ℂ) * ((R + N : ℤ) : ℂ)
        = I * ((π / N : ℝ) : ℂ) * (R : ℂ) + π * I := by
      have hd : (π : ℂ) / N * N = π := div_mul_cancel₀ _ hN
      push_cast
      linear_combination I * hd
    rw [dyn_single, dyn_single, harg, exp_add, exp_pi_mul_I] at h
    have hc := exp_ne_zero (I * ((π / N : ℝ) : ℂ) * (R : ℂ))
    generalize exp (I * ((π / N : ℝ) : ℂ) * (R : ℂ)) = c at h hc
    have h1 : (2 * c) • v = c • v - (c * -1) • v := by module
    have h2 : (2 * c) • v = 0 := h1.trans (sub_eq_zero.mpr h)
    exact hv ((smul_eq_zero.mp h2).resolve_left (mul_ne_zero two_ne_zero hc))

end

end SupercellAliasing
```

```lean
#print axioms SupercellAliasing.dyn_mesh_eq_sum_folded
#print axioms SupercellAliasing.mesh_eq_iff_folded_eq
#print axioms SupercellAliasing.dyn_eq_iff
#print axioms SupercellAliasing.alias_pair
```

```
'SupercellAliasing.dyn_mesh_eq_sum_folded' depends on axioms: [propext, Classical.choice, Quot.sound]
'SupercellAliasing.mesh_eq_iff_folded_eq' depends on axioms: [propext, Classical.choice, Quot.sound]
'SupercellAliasing.dyn_eq_iff' depends on axioms: [propext, Classical.choice, Quot.sound]
'SupercellAliasing.alias_pair' depends on axioms: [propext, Classical.choice, Quot.sound]
```
